# For four Majorana operators in an eigenstate of their product, the Wick rule holds exactly when the squared magnitudes of one operator's correlations with the others sum to one

To ask when a four-Majorana average splits into pair averages, we take the operators to be Hermitian, pairwise anticommuting matrices of finite size, each with square one, and the state to be a single unit vector, an eigenvector of the product of all four. No Hamiltonian appears, and the state is not assumed to be Gaussian.

```lean
import Mathlib

open Matrix
open scoped Kronecker ComplexOrder

namespace MajoranaFourPointWick

noncomputable section

variable {n : Type*} [Fintype n] [DecidableEq n]

/-- Four Majorana operators: Hermitian, pairwise anticommuting matrices with square one. -/
structure IsMajorana (γ : Fin 4 → Matrix n n ℂ) : Prop where
  herm : ∀ i, (γ i)ᴴ = γ i
  sq : ∀ i, γ i * γ i = 1
  anti : ∀ i j, i ≠ j → γ i * γ j = -(γ j * γ i)

/-- The expectation value `⟨ψ|A|ψ⟩`. -/
def expect (ψ : n → ℂ) (A : Matrix n n ℂ) : ℂ := star ψ ⬝ᵥ (A *ᵥ ψ)

/-- The product of the four Majorana operators. -/
def chirality (γ : Fin 4 → Matrix n n ℂ) : Matrix n n ℂ := γ 0 * γ 1 * γ 2 * γ 3

/-- The signed sum over the three pairings of four Majorana operators. -/
def wickSum (γ : Fin 4 → Matrix n n ℂ) (ψ : n → ℂ) : ℂ :=
  expect ψ (γ 0 * γ 1) * expect ψ (γ 2 * γ 3) - expect ψ (γ 0 * γ 2) * expect ψ (γ 1 * γ 3)
    + expect ψ (γ 0 * γ 3) * expect ψ (γ 1 * γ 2)

/-- The sum `r` of the squared magnitudes of the first Majorana operator's correlations with the
other three. -/
def pairWeight (γ : Fin 4 → Matrix n n ℂ) (ψ : n → ℂ) : ℝ :=
  ‖expect ψ (γ 0 * γ 1)‖ ^ 2 + ‖expect ψ (γ 0 * γ 2)‖ ^ 2 + ‖expect ψ (γ 0 * γ 3)‖ ^ 2

/-- The first Majorana operator plus the other three, each weighted by its correlation
with the first. -/
def mode (γ : Fin 4 → Matrix n n ℂ) (ψ : n → ℂ) : Matrix n n ℂ :=
  γ 0 + (expect ψ (γ 0 * γ 1) • γ 1 + expect ψ (γ 0 * γ 2) • γ 2 + expect ψ (γ 0 * γ 3) • γ 3)

variable {γ : Fin 4 → Matrix n n ℂ} {ψ : n → ℂ} {s : ℂ}

/-- The correlation of the first Majorana operator with another one is purely imaginary. -/
theorem star_pair (h : IsMajorana γ) (ψ : n → ℂ) (j : Fin 4) (hj : 0 ≠ j) :
    star (expect ψ (γ 0 * γ j)) = -expect ψ (γ 0 * γ j) := by
  unfold expect
  rw [← Matrix.star_dotProduct, Matrix.star_mulVec, ← Matrix.dotProduct_mulVec,
    Matrix.conjTranspose_mul, h.herm, h.herm, h.anti j 0 hj.symm, Matrix.neg_mulVec,
    dotProduct_neg]

/-- For Majorana operators, `r` is minus the sum of the squares of the first one's correlations with
the other three. -/
theorem pairWeight_eq (h : IsMajorana γ) (ψ : n → ℂ) :
    (pairWeight γ ψ : ℂ) = -(expect ψ (γ 0 * γ 1) ^ 2 + expect ψ (γ 0 * γ 2) ^ 2
      + expect ψ (γ 0 * γ 3) ^ 2) := by
  have p : ∀ j : Fin 4, 0 ≠ j →
      expect ψ (γ 0 * γ j) ^ 2 = -(‖expect ψ (γ 0 * γ j)‖ : ℂ) ^ 2 := by
    intro j hj
    have hc : (starRingEnd ℂ) (expect ψ (γ 0 * γ j)) = -expect ψ (γ 0 * γ j) :=
      star_pair h ψ j hj
    have hm := Complex.mul_conj (expect ψ (γ 0 * γ j))
    rw [hc, Complex.normSq_eq_norm_sq] at hm
    push_cast at hm
    linear_combination -hm
  rw [pairWeight]
  push_cast
  linear_combination p 1 (by decide) + p 2 (by decide) + p 3 (by decide)

/-- Products of Majorana operators: the product of all four squares to one, its reorderings equal it
up to a sign, and pairs containing the first operator square to minus one. -/
theorem products (h : IsMajorana γ) :
    chirality γ * chirality γ = 1 ∧ γ 0 * γ 1 * (γ 2 * γ 3) = chirality γ ∧
      γ 0 * γ 2 * (γ 1 * γ 3) = -chirality γ ∧ γ 0 * γ 3 * (γ 1 * γ 2) = chirality γ ∧
      γ 0 * γ 1 * (γ 0 * γ 1) = -1 ∧ γ 0 * γ 2 * (γ 0 * γ 2) = -1 ∧
      γ 0 * γ 3 * (γ 0 * γ 3) = -1 := by

  have a : ∀ i j, i ≠ j → ∀ x, γ i * (γ j * x) = -(γ j * (γ i * x)) := fun i j hij x => by
    rw [← mul_assoc, h.anti i j hij, neg_mul, mul_assoc]
  -- sort the factors by index and cancel squares
  refine ⟨?_, ?_, ?_, ?_, ?_, ?_, ?_⟩ <;>
    simp only [chirality, mul_assoc, h.sq, mul_neg, neg_neg, mul_one,
      a 1 0 (by decide), a 2 0 (by decide), a 3 0 (by decide), a 2 1 (by decide),
      a 3 1 (by decide), a 3 2 (by decide), h.anti 3 2 (by decide)]

/-- If `A² = -1` and `ABψ = sψ`, then `⟨B⟩ = -s⟨A⟩`. -/
theorem expect_partner {A B : Matrix n n ℂ} (hA : A * A = -1)
    (hAB : (A * B) *ᵥ ψ = s • ψ) : expect ψ B = -s * expect ψ A := by
  have hB : B *ᵥ ψ = -(s • (A *ᵥ ψ)) := by
    rw [← Matrix.mulVec_smul, ← hAB, Matrix.mulVec_mulVec, ← mul_assoc, hA, neg_mul, one_mul,
      Matrix.neg_mulVec, neg_neg]
  unfold expect
  rw [hB, dotProduct_neg, dotProduct_smul, smul_eq_mul]
  ring

/-- For Majorana operators and a unit vector `ψ`, the squared length of `mode γ ψ` applied to `ψ` is
`1 - r`. -/
theorem mode_norm (h : IsMajorana γ) (hψ : star ψ ⬝ᵥ ψ = 1) :
    star (mode γ ψ *ᵥ ψ) ⬝ᵥ (mode γ ψ *ᵥ ψ) = ((1 - pairWeight γ ψ : ℝ) : ℂ) := by
  -- the Clifford relations cancel the cross terms among `γ 1`, `γ 2` and `γ 3`
  have key : ∀ a b c : ℂ, (γ 0 + (-a • γ 1 + -b • γ 2 + -c • γ 3)) *
      (γ 0 + (a • γ 1 + b • γ 2 + c • γ 3)) = (1 - a ^ 2 - b ^ 2 - c ^ 2) • (1 : Matrix n n ℂ)
        + (2 * a) • (γ 0 * γ 1) + (2 * b) • (γ 0 * γ 2) + (2 * c) • (γ 0 * γ 3) := by
    intro a b c
    simp only [add_mul, mul_add, smul_mul_assoc, mul_smul_comm, h.sq,
      h.anti 1 0 (by decide), h.anti 2 0 (by decide), h.anti 3 0 (by decide),
      h.anti 2 1 (by decide), h.anti 3 1 (by decide), h.anti 3 2 (by decide)]
    module
  have hD : (mode γ ψ)ᴴ = γ 0 + (-expect ψ (γ 0 * γ 1) • γ 1 + -expect ψ (γ 0 * γ 2) • γ 2
      + -expect ψ (γ 0 * γ 3) • γ 3) := by
    simp only [mode, Matrix.conjTranspose_add, Matrix.conjTranspose_smul, h.herm,
      star_pair h ψ 1 (by decide), star_pair h ψ 2 (by decide), star_pair h ψ 3 (by decide)]
  rw [Matrix.star_mulVec, ← Matrix.dotProduct_mulVec, Matrix.mulVec_mulVec, hD, mode, key]
  simp only [Matrix.add_mulVec, Matrix.smul_mulVec, dotProduct_add, dotProduct_smul,
    Matrix.one_mulVec, hψ, smul_eq_mul]
  simp only [← expect.eq_1]
  push_cast
  linear_combination pairWeight_eq h ψ

/-- For Majorana operators and a unit vector `ψ`, `r = 1` exactly when `mode γ ψ` annihilates `ψ`.
-/
theorem pairWeight_eq_one_iff (h : IsMajorana γ) (hψ : star ψ ⬝ᵥ ψ = 1) :
    pairWeight γ ψ = 1 ↔ mode γ ψ *ᵥ ψ = 0 := by
  rw [← dotProduct_star_self_eq_zero, mode_norm h hψ, Complex.ofReal_eq_zero, sub_eq_zero, eq_comm]

/-- An eigenvalue of the product of four Majorana operators on a unit vector squares to one. -/
theorem chirality_sq (h : IsMajorana γ) (hψ : star ψ ⬝ᵥ ψ = 1)
    (hs : chirality γ *ᵥ ψ = s • ψ) : s * s = 1 := by
  have h1 : star ψ ⬝ᵥ ((chirality γ * chirality γ) *ᵥ ψ) = s * s := by
    rw [← Matrix.mulVec_mulVec, hs, Matrix.mulVec_smul, hs, dotProduct_smul, dotProduct_smul,
      hψ, smul_eq_mul, smul_eq_mul, mul_one]
  rw [← h1, (products h).1, Matrix.one_mulVec, hψ]

/-- For a unit eigenvector of the product of four Majorana operators with eigenvalue `s`, the
signed sum over pairings is `s r` with `r ≤ 1`, and the four-point Wick rule holds exactly when
`r = 1`. -/
theorem four_point_wick (h : IsMajorana γ) (hψ : star ψ ⬝ᵥ ψ = 1)
    (hs : chirality γ *ᵥ ψ = s • ψ) :
    wickSum γ ψ = s * pairWeight γ ψ ∧ pairWeight γ ψ ≤ 1 ∧
      (expect ψ (chirality γ) = wickSum γ ψ ↔ pairWeight γ ψ = 1) := by
  obtain ⟨-, q1, q2, q3, s1, s2, s3⟩ := products h
  -- complementary pairs have the same correlation up to a factor `± s`
  have hw : wickSum γ ψ = s * pairWeight γ ψ := by
    rw [wickSum, expect_partner (B := γ 2 * γ 3) (s := s) s1 (by rw [q1, hs]),
      expect_partner (B := γ 1 * γ 3) (s := -s) s2
        (by rw [q2, Matrix.neg_mulVec, hs, neg_smul]),
      expect_partner (B := γ 1 * γ 2) (s := s) s3 (by rw [q3, hs])]
    linear_combination (-s) * pairWeight_eq h ψ
  refine ⟨hw, ?_, ?_⟩
  · have h0 := dotProduct_star_self_nonneg (mode γ ψ *ᵥ ψ)
    rw [mode_norm h hψ] at h0
    have h1 : 0 ≤ 1 - pairWeight γ ψ := by exact_mod_cast h0
    linarith
  · have hs0 : s ≠ 0 := left_ne_zero_of_mul_eq_one (chirality_sq h hψ hs)
    rw [expect, hs, dotProduct_smul, hψ, smul_eq_mul, mul_one, hw]
    constructor
    · intro he
      have h1 : (pairWeight γ ψ : ℂ) = 1 := mul_left_cancel₀ hs0 (by rw [← he, mul_one])
      exact_mod_cast h1
    · intro he
      rw [he, Complex.ofReal_one, mul_one]

/-- Four explicit matrices of size four. -/
def dirac : Fin 4 → Matrix (Fin 4) (Fin 4) ℂ :=
  ![!![0, 0, -Complex.I, 0; 0, 0, 0, -Complex.I; Complex.I, 0, 0, 0; 0, Complex.I, 0, 0],
    !![0, 0, 0, 1; 0, 0, 1, 0; 0, 1, 0, 0; 1, 0, 0, 0],
    !![0, 0, 0, -Complex.I; 0, 0, Complex.I, 0; 0, -Complex.I, 0, 0; Complex.I, 0, 0, 0],
    !![0, 0, 1, 0; 0, 0, 0, -1; 1, 0, 0, 0; 0, -1, 0, 0]]

/-- The matrices `dirac` acting beside an idle two-level system. -/
def doubled (i : Fin 4) : Matrix (Fin 4 × Fin 2) (Fin 4 × Fin 2) ℂ :=
  dirac i ⊗ₖ (1 : Matrix (Fin 2) (Fin 2) ℂ)

/-- The state with amplitude `a` on `(0, 0)` and `b` on `(1, 1)`. -/
def pairState (a b : ℝ) (p : Fin 4 × Fin 2) : ℂ :=
  !![(a : ℂ), 0; 0, (b : ℂ); 0, 0; 0, 0] p.1 p.2

set_option maxHeartbeats 400000 in
/-- The matrices `dirac` are Majorana operators. -/
theorem dirac_isMajorana : IsMajorana dirac where
  herm i := by
    fin_cases i <;> ext a b <;> fin_cases a <;> fin_cases b <;> simp [dirac]
  sq i := by
    fin_cases i <;> ext a b <;> fin_cases a <;> fin_cases b <;>
      simp [dirac, Matrix.mul_apply, Fin.sum_univ_four]
  anti i j hij := by
    -- six products suffice, the others follow by symmetry
    have key : ∀ i j : Fin 4, i < j → dirac i * dirac j = -(dirac j * dirac i) := by
      intro i j hlt
      fin_cases i <;> fin_cases j <;> simp at hlt <;> ext a b <;> fin_cases a <;> fin_cases b <;>
        simp [dirac, Matrix.mul_apply, Fin.sum_univ_four]
    rcases lt_or_gt_of_ne hij with hlt | hlt
    · exact key i j hlt
    · rw [key j i hlt, neg_neg]

/-- The matrices `doubled` are Majorana operators, and for `a² + b² = 1` the state `pairState a b`
is a unit vector with `s = 1` and `r = (a² - b²)²`. -/
theorem four_point_wick_witness (a b : ℝ) (hab : a ^ 2 + b ^ 2 = 1) :
    IsMajorana doubled ∧ star (pairState a b) ⬝ᵥ pairState a b = 1 ∧
      chirality doubled *ᵥ pairState a b = (1 : ℂ) • pairState a b ∧
      pairWeight doubled (pairState a b) = (a ^ 2 - b ^ 2) ^ 2 := by
  have hab' : (a : ℂ) ^ 2 + (b : ℂ) ^ 2 = 1 := by exact_mod_cast hab
  have hm : ∀ i j, doubled i * doubled j = (dirac i * dirac j) ⊗ₖ 1 := by
    intro i j
    rw [doubled, doubled, ← Matrix.mul_kronecker_mul, one_mul]
  refine ⟨⟨fun i => ?_, fun i => ?_, fun i j hij => ?_⟩, ?_, ?_, ?_⟩
  · rw [doubled, Matrix.conjTranspose_kronecker, dirac_isMajorana.herm, Matrix.conjTranspose_one]
  · rw [hm, dirac_isMajorana.sq, Matrix.one_kronecker_one]
  · rw [hm, hm, dirac_isMajorana.anti i j hij]
    ext p q
    simp only [Matrix.kroneckerMap_apply, Matrix.neg_apply, neg_mul]
  · simp [pairState, dotProduct, Fintype.sum_prod_type, Fin.sum_univ_succ]
    linear_combination hab'
  · have hc : chirality doubled = chirality dirac ⊗ₖ 1 := by
      simp only [chirality, doubled, ← Matrix.mul_kronecker_mul, one_mul]
    have hd : chirality dirac = Matrix.diagonal ![1, 1, -1, -1] := by
      ext i j
      fin_cases i <;> fin_cases j <;>
        simp [chirality, dirac, Matrix.mul_apply, Fin.sum_univ_succ]
    rw [hc, hd]
    ext ⟨k, l⟩
    fin_cases k <;> fin_cases l <;>
      simp [pairState, Matrix.mulVec, dotProduct, Fintype.sum_prod_type,
        Matrix.kroneckerMap_apply, Matrix.diagonal_apply, Matrix.one_apply]
  · have he : expect (pairState a b) (doubled 0 * doubled 1) = 0 ∧
        expect (pairState a b) (doubled 0 * doubled 2) = 0 ∧
        expect (pairState a b) (doubled 0 * doubled 3)
          = ((b ^ 2 - a ^ 2 : ℝ) : ℂ) * Complex.I := by
      rw [hm, hm, hm]
      simp [expect, pairState, dirac, Matrix.mulVec, dotProduct, Fintype.sum_prod_type,
        Fin.sum_univ_succ, Matrix.kroneckerMap_apply, Matrix.one_apply]
      ring
    rw [pairWeight, he.1, he.2.1, he.2.2, norm_mul, Complex.norm_I, Complex.norm_real, mul_one,
      Real.norm_eq_abs, sq_abs, norm_zero]
    ring

end

end MajoranaFourPointWick
```

```lean
#print axioms MajoranaFourPointWick.pairWeight_eq_one_iff
#print axioms MajoranaFourPointWick.four_point_wick
```

```
'MajoranaFourPointWick.pairWeight_eq_one_iff' depends on axioms: [propext, Classical.choice, Quot.sound]
'MajoranaFourPointWick.four_point_wick' depends on axioms: [propext, Classical.choice, Quot.sound]
```

## The average and its three pairings

`IsMajorana γ` says that $\gamma_0,\dots,\gamma_3$ are Hermitian, square to one and anticommute pairwise; indices start at 0. `expect ψ A` is $\langle A\rangle=\psi^\dagger A\psi$, and `star ψ ⬝ᵥ ψ = 1` normalises $\psi$. Write $\Gamma=\gamma_0\gamma_1\gamma_2\gamma_3$ for `chirality γ`, and $c_j=\langle\gamma_0\gamma_j\rangle$ for $j=1,2,3$. Then `pairWeight` is $r=\sum_j|c_j|^2$, and `wickSum` is
$$W=\langle\gamma_0\gamma_1\rangle\langle\gamma_2\gamma_3\rangle-\langle\gamma_0\gamma_2\rangle\langle\gamma_1\gamma_3\rangle+\langle\gamma_0\gamma_3\rangle\langle\gamma_1\gamma_2\rangle.$$

If $\Gamma\psi=s\psi$, the theorem `four_point_wick` gives $W=sr$, $r\le1$, and $\langle\Gamma\rangle=W$ if and only if $r=1$. The number $s$ enters as an arbitrary complex eigenvalue; `chirality_sq` proves $s^2=1$.

## Two fermion modes with definite parity

Four Majorana operators describe two fermion modes, such as one orbital with two spin states. The name `chirality` comes from Dirac matrices; here $\Gamma$ is the joint fermion parity of the two modes, up to a sign convention, so the eigenvector condition says that this parity is sharp.

Mean-field methods evaluate four-operator averages from pairs. For a state of the kind treated here, doing so with the exact pair averages of $\psi$ leaves the error $\langle\Gamma\rangle-W=s(1-r)$; any error in the pair averages themselves comes on top. The result concerns this one equal-time average, not the longer products that Wick's theorem also treats.

In a larger system, conservation of total parity does not make the parity of two chosen modes sharp. That has to be justified separately before the theorem is applied.

## Complementary pairs carry the same correlation up to sign

Hermiticity and anticommutation give $c_j^*=\langle\gamma_j\gamma_0\rangle=-c_j$ (`star_pair`). Thus $c_j^2=-|c_j|^2$ and $r=-\sum_jc_j^2$ (`pairWeight_eq`).

Sorting factors by index, which `products` does by rewriting with the anticommutation rules, gives $\Gamma^2=1$, $(\gamma_0\gamma_j)^2=-1$ and
$$(\gamma_0\gamma_1)(\gamma_2\gamma_3)=\Gamma,\quad(\gamma_0\gamma_2)(\gamma_1\gamma_3)=-\Gamma,\quad(\gamma_0\gamma_3)(\gamma_1\gamma_2)=\Gamma.$$

Suppose $A^2=-1$ and $AB\psi=t\psi$. Multiplying by $A$ gives $-B\psi=tA\psi$, so $\langle B\rangle=-t\langle A\rangle$; this is `expect_partner`. With $t=s,-s,s$ in turn,
$$\langle\gamma_2\gamma_3\rangle=-sc_1,\quad\langle\gamma_1\gamma_3\rangle=sc_2,\quad\langle\gamma_1\gamma_2\rangle=-sc_3.$$
Substitution yields $W=-s(c_1^2+c_2^2+c_3^2)=sr$, the final `linear_combination` for `hw`.

## A squared length equal to $1-r$

Let $D=\gamma_0+\sum_jc_j\gamma_j$, called `mode γ ψ`. Since the $c_j$ are imaginary, $D^\dagger=\gamma_0-\sum_jc_j\gamma_j$. The cross terms among $\gamma_1,\gamma_2,\gamma_3$ cancel, leaving
$$D^\dagger D=1-\sum_jc_j^2+2\sum_jc_j\gamma_0\gamma_j.$$
This is the identity `key` in `mode_norm`. Taking the average,
$$\|D\psi\|^2=1-\sum_jc_j^2+2\sum_jc_j^2=1+\sum_jc_j^2=1-r.$$
A squared length is nonnegative, so $r\le1$, and `pairWeight_eq_one_iff` adds that $r=1$ exactly when $D\psi=0$. The same algebra gives $D^2=1-r$ and $DD^\dagger+D^\dagger D=2(1+r)$. At $r=1$ these equal 0 and 4, so $D/2$ is then the annihilation operator of a fermion mode that is empty in $\psi$.

For the Wick rule, $\Gamma^2\psi=s^2\psi=\psi$ gives $s^2=1$, hence $s\ne0$. As $\langle\Gamma\rangle=s$, the rule reads $s=sr$, and cancelling $s$ leaves $r=1$.

## Entanglement with an idle two-level system

`four_point_wick_witness` shows that both outcomes occur. The explicit matrices `dirac` act beside an idle two-level system, and `pairState a b` has real amplitudes with $a^2+b^2=1$. Direct evaluation gives $s=1$, $c_1=c_2=0$ and $c_3=i(b^2-a^2)$, so $r=(a^2-b^2)^2$. The product state $a=1$, $b=0$ has $r=1$ and obeys the rule. The entangled state $a=b=1/\sqrt2$ has $r=0$: all three pairings vanish, while the four-point average is 1.

The second system matters. If the two modes are the whole system, the space has dimension four and every unit eigenvector of $\Gamma$ has $r=1$: on each two-dimensional eigenspace of $\Gamma$ the three matrices $i\gamma_0\gamma_j$ act as the Pauli matrices, up to a choice of basis and an overall sign, and the squared Pauli averages of a unit vector sum to one. This last remark is not part of the Lean code.
